# Scaling of the spin-density matrix within a spin multiplet

Put one spin-up electron in a single orbital. Its spin density, the number of spin-up minus spin-down electrons, is $1$. Lowering the spin gives a spin-down electron with density $-1$. The same value follows without writing down the new state: carry the lowering operator across the scalar product, where it becomes a raising operator, and commute it past the density. This leaves the old value $1$ and a spin-flip correction $-2$. The same bookkeeping works for many electrons.

## Operators and states

The annihilators $a_{p\sigma}$ are complex matrices, with $p$ in a finite set `P` of orbitals and $\sigma$ up or down. The finite type `n` labels the basis of the state space. `CAR` states the anticommutation relations, with a Kronecker delta that makes the orbitals orthonormal; `ᴴ` is the adjoint.

In Lean 4 with Mathlib:

```lean
import Mathlib

open Matrix
open scoped ComplexOrder

namespace SpinDensityMultiplet

noncomputable section

/-- The two spin projections of an electron. -/
inductive Spin
  | up
  | down
  deriving DecidableEq

variable {P n : Type*} [Fintype P] [DecidableEq P] [Fintype n] [DecidableEq n]

/-- The canonical anticommutation relations for annihilators labelled by orbital and spin. -/
structure CAR (a : P × Spin → Matrix n n ℂ) : Prop where
  anti : ∀ i j, a i * a j + a j * a i = 0
  mixed : ∀ i j, a i * (a j)ᴴ + (a j)ᴴ * a i = if i = j then 1 else 0
```

One-body operators are $a_i^\dagger a_j$ (`hop`). Summing over orbitals gives $E_{st}=\sum_r a_{rs}^\dagger a_{rt}$ (`spinSum`), with $S_+=E_{\uparrow\downarrow}$ and $S_-=E_{\downarrow\uparrow}$.

```lean
/-- The one-body operator that moves an electron from spin-orbital `j` to `i`. -/
def hop (a : P × Spin → Matrix n n ℂ) (i j : P × Spin) : Matrix n n ℂ := (a i)ᴴ * a j

/-- The operator that changes spin `t` into spin `s`, summed over all orbitals. -/
def spinSum (a : P × Spin → Matrix n n ℂ) (s t : Spin) : Matrix n n ℂ :=
  ∑ r, hop a (r, s) (r, t)

/-- The spin raising operator. -/
def Splus (a : P × Spin → Matrix n n ℂ) : Matrix n n ℂ := spinSum a .up .down

/-- The spin lowering operator. -/
def Sminus (a : P × Spin → Matrix n n ℂ) : Matrix n n ℂ := spinSum a .down .up
```

The spin density is $m_{pq}=a_{p\uparrow}^\dagger a_{q\uparrow}-a_{p\downarrow}^\dagger a_{q\downarrow}$, the spin flip is $t_{pq}=a_{p\uparrow}^\dagger a_{q\downarrow}$, and $S_z=\frac12\sum_p m_{pp}$. Below, $m$ and $t$ carry fixed indices $p,q$.

```lean
/-- The spin-density operator: spin-up minus spin-down one-body operator. -/
def spinDensity (a : P × Spin → Matrix n n ℂ) (p q : P) : Matrix n n ℂ :=
  hop a (p, .up) (q, .up) - hop a (p, .down) (q, .down)

/-- The operator that moves a spin-down electron from `q` to `p` and turns its spin up. -/
def flipUp (a : P × Spin → Matrix n n ℂ) (p q : P) : Matrix n n ℂ :=
  hop a (p, .up) (q, .down)

/-- The projection of the total spin on the z axis. -/
def Sz (a : P × Spin → Matrix n n ℂ) : Matrix n n ℂ := (1 / 2 : ℂ) • ∑ p, spinDensity a p p
```

`braket x A y` is $\langle x,Ay\rangle$, and `ladder a ψ k` is $\phi_k=S_-^k\psi$, not normalised.

```lean
/-- The matrix element of `A` between the states `x` and `y`. -/
def braket (x : n → ℂ) (A : Matrix n n ℂ) (y : n → ℂ) : ℂ := star x ⬝ᵥ (A *ᵥ y)

/-- The state obtained from `ψ` by lowering the spin `k` times, not normalised. -/
def ladder (a : P × Spin → Matrix n n ℂ) (ψ : n → ℂ) : ℕ → (n → ℂ)
  | 0 => ψ
  | k + 1 => Sminus a *ᵥ ladder a ψ k
```

## (a) A spin operator past a one-body operator

Show that
$$[E_{st},a_{pu}^\dagger a_{qv}]=\delta_{tu}\,a_{ps}^\dagger a_{qv}-\delta_{vs}\,a_{pu}^\dagger a_{qt}.$$

**Solution.** Anticommuting the inner pair gives
$$a_i^\dagger a_ja_k^\dagger a_l=\delta_{jk}a_i^\dagger a_l-a_i^\dagger a_k^\dagger a_ja_l,$$
$$a_k^\dagger a_la_i^\dagger a_j=\delta_{li}a_k^\dagger a_j-a_k^\dagger a_i^\dagger a_la_j.$$
The quartic terms are equal, since two sign changes turn one into the other. Subtract, set $i=(r,s)$, $j=(r,t)$, $k=(p,u)$, $l=(q,v)$, and sum over $r$. In the code, `h4` equates the quartic terms and `hc` is the commutator before summation.

```lean
variable {a : P × Spin → Matrix n n ℂ} {ψ : n → ℂ} {M : ℝ}

/-- The commutator of `spinSum a s t` with a one-body operator is a difference of two terms, each a
one-body operator between the same orbitals, or zero if the spin labels do not match. -/
theorem spinSum_comm (h : CAR a) (s t u v : Spin) (p q : P) :
    spinSum a s t * hop a (p, u) (q, v) = hop a (p, u) (q, v) * spinSum a s t +
      ((if t = u then hop a (p, s) (q, v) else 0) -
        (if v = s then hop a (p, u) (q, t) else 0)) := by
  -- the commutator of two one-body operators
  have hc : ∀ i j k l, hop a i j * hop a k l - hop a k l * hop a i j =
      (if j = k then hop a i l else 0) - (if l = i then hop a k j else 0) := by
    intro i j k l
    have key : ∀ x y z w : Matrix n n ℂ, x * y * (z * w) - z * w * (x * y) =
        x * (y * z + z * y) * w - z * (w * x + x * w) * y
          - (x * z * (y * w) - z * x * (w * y)) := by
      intros; noncomm_ring
    have h2 := congrArg conjTranspose (h.anti k i)
    simp only [conjTranspose_add, conjTranspose_mul, conjTranspose_zero] at h2
    have h4 : (a i)ᴴ * (a k)ᴴ * (a j * a l) = (a k)ᴴ * (a i)ᴴ * (a l * a j) := by
      rw [eq_neg_of_add_eq_zero_left h2, eq_neg_of_add_eq_zero_left (h.anti j l), neg_mul_neg]
    unfold hop
    rw [key, h4, sub_self, sub_zero, h.mixed j k, h.mixed l i]
    split_ifs <;> simp
  rw [← sub_eq_iff_eq_add', spinSum, Finset.sum_mul, Finset.mul_sum, ← Finset.sum_sub_distrib]
  simp only [hc]
  by_cases h1 : t = u <;> by_cases h2 : v = s <;> simp [h1, h2]
```

## (b) Density and flip turn into each other

Show that $[S_+,m]=-2t$ and $[t,S_-]=m$.

**Solution.** By (a), $S_+$ has commutator $-t$ with the spin-up part of $m$ and $+t$ with the spin-down part; their difference is $-2t$. Likewise $[S_-,t]=a_{p\downarrow}^\dagger a_{q\downarrow}-a_{p\uparrow}^\dagger a_{q\uparrow}=-m$.

```lean
/-- The commutators of the spin density with spin raising and of the spin flip with spin
lowering turn the two operators into each other. -/
theorem vector_operator (h : CAR a) (p q : P) :
    Splus a * spinDensity a p q =
        spinDensity a p q * Splus a - (flipUp a p q + flipUp a p q) ∧
      flipUp a p q * Sminus a = Sminus a * flipUp a p q + spinDensity a p q := by
  constructor
  · have e1 : Splus a * hop a (p, .up) (q, .up) =
        hop a (p, .up) (q, .up) * Splus a + -flipUp a p q := by
      rw [Splus, spinSum_comm h]; simp [flipUp]
    have e2 : Splus a * hop a (p, .down) (q, .down) =
        hop a (p, .down) (q, .down) * Splus a + flipUp a p q := by
      rw [Splus, spinSum_comm h]; simp [flipUp]
    rw [spinDensity, mul_sub, sub_mul, e1, e2]; abel
  · have e : Sminus a * flipUp a p q = flipUp a p q * Sminus a +
        (hop a (p, .down) (q, .down) - hop a (p, .up) (q, .up)) := by
      rw [Sminus, flipUp, spinSum_comm h]; simp
    rw [e, spinDensity]; abel
```

## (c) The spin algebra

Show that $[S_+,S_-]=2S_z$ and $[S_z,S_-]=-S_-$.

**Solution.** Since $S_+=\sum_p t_{pp}$, summing (b) gives $\sum_p m_{pp}=2S_z$. From (a), $[m_{pp},S_-]=-2a_{p\downarrow}^\dagger a_{p\uparrow}$; sum over $p$ and halve.

```lean
/-- Two angular-momentum commutation relations of the total spin: raising with lowering, and the z
projection with lowering. -/
theorem spin_algebra (h : CAR a) :
    Splus a * Sminus a = Sminus a * Splus a + (Sz a + Sz a) ∧
      Sz a * Sminus a = Sminus a * Sz a - Sminus a := by
  constructor
  · rw [show Splus a = ∑ p, flipUp a p p from rfl, Finset.sum_mul,
      Finset.sum_congr rfl (fun p _ => (vector_operator h p p).2), Finset.sum_add_distrib,
      ← Finset.mul_sum, Sz]
    module
  · have hp : ∀ p, spinDensity a p p * Sminus a = Sminus a * spinDensity a p p -
        (hop a (p, .down) (p, .up) + hop a (p, .down) (p, .up)) := by
      intro p
      have e1 : Sminus a * hop a (p, .up) (p, .up) =
          hop a (p, .up) (p, .up) * Sminus a + hop a (p, .down) (p, .up) := by
        rw [Sminus, spinSum_comm h]; simp
      have e2 : Sminus a * hop a (p, .down) (p, .down) =
          hop a (p, .down) (p, .down) * Sminus a + -hop a (p, .down) (p, .up) := by
        rw [Sminus, spinSum_comm h]; simp
      rw [spinDensity, sub_mul, mul_sub, e1, e2]; abel
    have e : (∑ p, spinDensity a p p) * Sminus a =
        Sminus a * (∑ p, spinDensity a p p) - (Sminus a + Sminus a) := by
      rw [Finset.sum_mul, Finset.sum_congr rfl (fun p _ => hp p), Finset.sum_sub_distrib,
        Finset.sum_add_distrib, ← Finset.mul_sum]
      rfl
    rw [Sz, smul_mul_assoc, mul_smul_comm, e]
    module
```

## (d) Moving spin operators across the scalar product

Show that $\langle S_-x,y\rangle=\langle x,S_+y\rangle$ and $\langle S_+x,y\rangle=\langle x,S_-y\rangle$.

**Solution.** $(a_{r\downarrow}^\dagger a_{r\uparrow})^\dagger=a_{r\uparrow}^\dagger a_{r\downarrow}$, so $S_-^\dagger=S_+$.

```lean
omit [DecidableEq P] [DecidableEq n] in
/-- Spin raising and spin lowering are adjoint to each other. -/
theorem spin_adjoint (a : P × Spin → Matrix n n ℂ) (x y : n → ℂ) :
    star (Sminus a *ᵥ x) ⬝ᵥ y = star x ⬝ᵥ (Splus a *ᵥ y) ∧
      star (Splus a *ᵥ x) ⬝ᵥ y = star x ⬝ᵥ (Sminus a *ᵥ y) := by
  have adj : ∀ s t, (spinSum a s t)ᴴ = spinSum a t s := by
    intro s t
    simp [spinSum, hop, conjTranspose_sum, conjTranspose_mul]
  constructor <;> rw [star_mulVec, dotProduct_mulVec, Sminus, Splus, adj]
```

## (e) Action on the ladder

Let $S_+\psi=0$ and $S_z\psi=M\psi$ with $M$ real (`h0`, `hz`): $\psi$ is the top member of a multiplet. Show that
$$S_z\phi_k=(M-k)\phi_k,\qquad S_+\phi_{k+1}=c_k\phi_k,\quad c_k=(k+1)(2M-k).$$

**Solution.** The first relation follows by induction from $S_zS_-=S_-S_z-S_-$. For the second, $S_+\phi_1=S_-S_+\psi+2S_z\psi=2M\psi$, and
$$S_+\phi_{k+2}=S_-S_+\phi_{k+1}+2S_z\phi_{k+1}=[c_k+2(M-k-1)]\phi_{k+1}=c_{k+1}\phi_{k+1}.$$

```lean
/-- On the ladder that starts from a highest-weight state of projection `M`, each lowering reduces
the spin projection by one, and raising leads back to the previous state of the ladder with a known
factor. -/
theorem ladder_action (h : CAR a) (h0 : Splus a *ᵥ ψ = 0) (hz : Sz a *ᵥ ψ = (M : ℂ) • ψ)
    (k : ℕ) : Sz a *ᵥ ladder a ψ k = ((M - k : ℝ) : ℂ) • ladder a ψ k ∧
      Splus a *ᵥ ladder a ψ (k + 1) = (((k + 1) * (2 * M - k) : ℝ) : ℂ) • ladder a ψ k := by
  have e3 : ∀ v, Splus a *ᵥ (Sminus a *ᵥ v) =
      Sminus a *ᵥ (Splus a *ᵥ v) + (Sz a *ᵥ v + Sz a *ᵥ v) := by
    intro v
    simp only [mulVec_mulVec, (spin_algebra h).1, add_mulVec]
  have e4 : ∀ v, Sz a *ᵥ (Sminus a *ᵥ v) = Sminus a *ᵥ (Sz a *ᵥ v) - Sminus a *ᵥ v := by
    intro v
    simp only [mulVec_mulVec, (spin_algebra h).2, sub_mulVec]
  induction k with
  | zero =>
    simp only [ladder]
    rw [e3, h0, hz, mulVec_zero]
    constructor <;> push_cast <;> module
  | succ k ih =>
    have hs : Sz a *ᵥ ladder a ψ (k + 1) =
        ((M - (k + 1 : ℕ) : ℝ) : ℂ) • ladder a ψ (k + 1) := by
      change Sz a *ᵥ (Sminus a *ᵥ ladder a ψ k) = _ • (Sminus a *ᵥ ladder a ψ k)
      rw [e4, ih.1, mulVec_smul]
      push_cast
      module
    refine ⟨hs, ?_⟩
    change Splus a *ᵥ (Sminus a *ᵥ ladder a ψ (k + 1)) = _
    rw [e3, ih.2, hs, mulVec_smul, show Sminus a *ᵥ ladder a ψ k = ladder a ψ (k + 1) from rfl]
    push_cast
    module
```

## (f) One lowering step

Show that, if $S_+S_-x=cx$,
$$\langle S_-x,mS_-x\rangle=c\langle x,mx\rangle-2\langle x,tS_-x\rangle,$$
and that for every $x$
$$\langle x,tS_-x\rangle=\langle S_+x,tx\rangle+\langle x,mx\rangle.$$

**Solution.** Move the left $S_-$ across and use $S_+m=mS_+-2t$. For the second equation, use $tS_-=S_-t+m$ and move $S_-$ to the left.

```lean
/-- Matrix elements of the spin density and of the spin flip after one lowering, expressed
through those before it. -/
theorem lowering_step (h : CAR a) (p q : P) (x : n → ℂ) :
    (∀ c : ℂ, Splus a *ᵥ (Sminus a *ᵥ x) = c • x →
      braket (Sminus a *ᵥ x) (spinDensity a p q) (Sminus a *ᵥ x) =
        c * braket x (spinDensity a p q) x - 2 * braket x (flipUp a p q) (Sminus a *ᵥ x)) ∧
    braket x (flipUp a p q) (Sminus a *ᵥ x) =
      braket (Splus a *ᵥ x) (flipUp a p q) x + braket x (spinDensity a p q) x := by
  constructor
  · intro c hx
    have e : ∀ v, Splus a *ᵥ (spinDensity a p q *ᵥ v) = spinDensity a p q *ᵥ (Splus a *ᵥ v) -
        (flipUp a p q *ᵥ v + flipUp a p q *ᵥ v) := by
      intro v
      simp only [mulVec_mulVec, (vector_operator h p q).1, sub_mulVec, add_mulVec]
    unfold braket
    rw [(spin_adjoint a _ _).1, e, hx, mulVec_smul, dotProduct_sub, dotProduct_add,
      dotProduct_smul, smul_eq_mul]
    ring
  · have e : flipUp a p q *ᵥ (Sminus a *ᵥ x) =
        Sminus a *ᵥ (flipUp a p q *ᵥ x) + spinDensity a p q *ᵥ x := by
      simp only [mulVec_mulVec, (vector_operator h p q).2, add_mulVec]
    unfold braket
    rw [e, dotProduct_add, (spin_adjoint a _ _).2]
```

## (g) The first lowered state

For $\psi$ as in (e), show that
$$\langle S_-\psi,mS_-\psi\rangle=(2M-2)\langle\psi,m\psi\rangle.$$

**Solution.** In (f) take $x=\psi$, $c=2M$. Because $S_+\psi=0$, the flip term equals $\langle\psi,m\psi\rangle$.

It is easy to misread $2M-2$ as the ratio of normalised expectation values. Since $\|S_-\psi\|^2=2M\|\psi\|^2$, that ratio is $(M-1)/M$ for $M>0$ (and $\psi$, $\langle\psi,m\psi\rangle$ nonzero); at $M=\frac12$ and at $M=1$ the two agree, which hides the error.

The condition $S_+\psi=0$ matters. A single spin-down electron has $M=-\frac12$ and $S_-\psi=0$, so the left side is $0$, while the right side is $(-3)(-1)=3$.

```lean
/-- Lowering a highest-weight state once multiplies every spin-density matrix element by
`2M - 2`, the lowered state not being normalised. -/
theorem spinDensity_lower (h : CAR a) (h0 : Splus a *ᵥ ψ = 0)
    (hz : Sz a *ᵥ ψ = (M : ℂ) • ψ) (p q : P) :
    braket (Sminus a *ᵥ ψ) (spinDensity a p q) (Sminus a *ᵥ ψ) =
      (2 * M - 2) * braket ψ (spinDensity a p q) ψ := by
  have hx := (ladder_action h h0 hz 0).2
  simp only [ladder] at hx
  have hb : braket 0 (flipUp a p q) ψ = 0 := by simp [braket]
  rw [(lowering_step h p q ψ).1 _ hx, (lowering_step h p q ψ).2, h0, hb]
  push_cast
  ring
```

## (h) The whole multiplet

Write $N_k=\langle\phi_k,\phi_k\rangle$, $D_k=\langle\phi_k,m\phi_k\rangle$, $T_k=\langle\phi_k,t\phi_{k+1}\rangle$. Show that
$$MD_kN_0=(M-k)N_kD_0,\qquad 2MT_kN_0=N_{k+1}D_0.$$

**Solution.** Parts (d)–(f) give
$$N_{k+1}=c_kN_k,\quad D_{k+1}=c_kD_k-2T_k,\quad T_{k+1}=c_kT_k+D_{k+1}.$$
At $k=0$, $T_0=D_0$ and $N_1=2MN_0$. For the step,
$$MD_{k+1}N_0=(M-k)c_kN_kD_0-N_{k+1}D_0=(M-k-1)N_{k+1}D_0,$$
$$2MT_{k+1}N_0=[c_k+2(M-k-1)]N_{k+1}D_0=N_{k+2}D_0.$$
The two `linear_combination` calls carry out these lines.

For normalised members with $M>0$, the density scales as $(M-k)/M$. At $M=0$ the first law reads $0=0$ for the only nonzero member; (g) then gives $D_0=0$, because $S_-\psi=0$.

In open-shell electronic structure with a finite orbital basis, the spin density of one member with nonzero projection thus fixes those of the others, for interacting electrons too, provided that the state is an exact eigenstate of the total spin squared as well as of $S_z$. This is the Wigner–Eckart pattern for one vector operator inside one multiplet, not the theorem for general tensor operators or between different multiplets.

```lean
/-- For states lowered from a highest-weight state `ψ` of projection `M`: `M` times the spin-density
element of the `k`-th state times the squared norm of `ψ` equals `M - k` times the squared norm of
the `k`-th state times the spin-density element of `ψ`. The second equation relates the spin-flip
element between neighbouring states to the same element of `ψ`. -/
theorem spinDensity_multiplet (h : CAR a) (h0 : Splus a *ᵥ ψ = 0)
    (hz : Sz a *ᵥ ψ = (M : ℂ) • ψ) (p q : P) (k : ℕ) :
    (M : ℂ) * braket (ladder a ψ k) (spinDensity a p q) (ladder a ψ k) * (star ψ ⬝ᵥ ψ) =
        ((M : ℂ) - k) * (star (ladder a ψ k) ⬝ᵥ ladder a ψ k) *
          braket ψ (spinDensity a p q) ψ ∧
      2 * (M : ℂ) * braket (ladder a ψ k) (flipUp a p q) (ladder a ψ (k + 1)) *
          (star ψ ⬝ᵥ ψ) =
        (star (ladder a ψ (k + 1)) ⬝ᵥ ladder a ψ (k + 1)) *
          braket ψ (spinDensity a p q) ψ := by
  -- recursion for the squared norms
  have hN : ∀ j : ℕ, star (ladder a ψ (j + 1)) ⬝ᵥ ladder a ψ (j + 1) =
      (((j + 1) * (2 * M - j) : ℝ) : ℂ) * (star (ladder a ψ j) ⬝ᵥ ladder a ψ j) := by
    intro j
    refine ((spin_adjoint a (ladder a ψ j) (ladder a ψ (j + 1))).1).trans ?_
    rw [(ladder_action h h0 hz j).2, dotProduct_smul, smul_eq_mul]
  have hsm : ∀ (c : ℝ) (x y : n → ℂ) (A : Matrix n n ℂ),
      braket ((c : ℂ) • x) A y = c * braket x A y := by
    intro c x y A
    unfold braket
    rw [star_smul, smul_dotProduct, smul_eq_mul, Complex.star_def, Complex.conj_ofReal]
  induction k with
  | zero =>
    have hB : braket ψ (flipUp a p q) (ladder a ψ (0 + 1)) = braket ψ (spinDensity a p q) ψ := by
      refine ((lowering_step h p q ψ).2).trans ?_
      rw [h0]
      simp [braket]
    have hN0 := hN 0
    rw [show ladder a ψ 0 = ψ from rfl] at hN0 ⊢
    constructor
    · push_cast
      ring
    · rw [hB, hN0]
      push_cast
      ring
  | succ k ih =>
    obtain ⟨ih1, ih2⟩ := ih
    have hA := (lowering_step h p q (ladder a ψ k)).1 _ (ladder_action h h0 hz k).2
    change braket (ladder a ψ (k + 1)) _ (ladder a ψ (k + 1)) =
      _ - 2 * braket (ladder a ψ k) _ (ladder a ψ (k + 1)) at hA
    have hB := (lowering_step h p q (ladder a ψ (k + 1))).2
    rw [(ladder_action h h0 hz k).2, hsm] at hB
    change braket (ladder a ψ (k + 1)) _ (ladder a ψ (k + 1 + 1)) = _ at hB
    have hN1 := hN k
    have hN2 := hN (k + 1)
    push_cast at hA hB hN1 hN2 ⊢
    -- the two recursions close on each other
    have g1 : (M : ℂ) * braket (ladder a ψ (k + 1)) (spinDensity a p q) (ladder a ψ (k + 1)) *
        (star ψ ⬝ᵥ ψ) = ((M : ℂ) - (k + 1)) *
          (star (ladder a ψ (k + 1)) ⬝ᵥ ladder a ψ (k + 1)) *
          braket ψ (spinDensity a p q) ψ := by
      linear_combination (M : ℂ) * (star ψ ⬝ᵥ ψ) * hA +
        ((k : ℂ) + 1) * (2 * M - k) * ih1 - ih2 -
        ((M : ℂ) - k) * braket ψ (spinDensity a p q) ψ * hN1
    refine ⟨g1, ?_⟩
    linear_combination 2 * (M : ℂ) * (star ψ ⬝ᵥ ψ) * hB +
      ((k : ℂ) + 1) * (2 * M - k) * ih2 + 2 * g1 - braket ψ (spinDensity a p q) ψ * hN2
```

## (i) The middle member

Let $M=k+1$ with $k=0,1,2,\dots$. Show that $\langle\phi_{k+1},m\phi_{k+1}\rangle=0$.

**Solution.** The factor $M-(k+1)$ in (h) vanishes, so $MD_{k+1}N_0=0$. If $\psi\neq0$, both $M$ and $N_0$ are nonzero; if $\psi=0$, every $\phi_j$ is zero.

```lean
/-- Lowering a highest-weight state of projection `k + 1` exactly `k + 1` times gives a state
whose spin-density matrix vanishes. -/
theorem spinDensity_middle (h : CAR a) (k : ℕ) (h0 : Splus a *ᵥ ψ = 0)
    (hz : Sz a *ᵥ ψ = ((k + 1 : ℝ) : ℂ) • ψ) (p q : P) :
    braket (ladder a ψ (k + 1)) (spinDensity a p q) (ladder a ψ (k + 1)) = 0 := by
  by_cases hψ : ψ = 0
  · have hl : ∀ j, ladder a ψ j = 0 := by
      intro j
      induction j with
      | zero => exact hψ
      | succ j ih => simp [ladder, ih]
    simp [hl, braket]
  · have hn : star ψ ⬝ᵥ ψ ≠ 0 := fun e => hψ (dotProduct_star_self_eq_zero.1 e)
    have hm := (spinDensity_multiplet h h0 hz p q (k + 1)).1
    push_cast at hm
    rw [sub_self, zero_mul, zero_mul] at hm
    exact (mul_eq_zero.1 ((mul_eq_zero.1 hm).resolve_right hn)).resolve_left
      (Nat.cast_add_one_ne_zero k)
```

## (j) One electron satisfies the conditions

In the basis empty, down, up, doubly occupied, check that the matrices below obey the anticommutation relations and that $\psi=(0,0,1,0)$ satisfies
$$S_+\psi=0,\qquad S_z\psi=\tfrac12\psi,\qquad\langle\psi,m\psi\rangle=1.$$

**Solution.** Multiplying out the $4\times4$ matrices confirms the relations; the minus sign in the spin-down annihilator makes the two spins anticommute. The state has no spin-down electron to raise, and its one spin-up electron gives $m\psi=\psi$, hence $S_z\psi=\frac12\psi$. The code checks the entries case by case.

```lean
/-- Annihilators of a single orbital in the basis empty, down, up, doubly occupied. -/
def oneOrbital : Unit × Spin → Matrix (Fin 4) (Fin 4) ℂ
  | (_, .up) => !![0, 0, 1, 0; 0, 0, 0, 1; 0, 0, 0, 0; 0, 0, 0, 0]
  | (_, .down) => !![0, 1, 0, 0; 0, 0, 0, 0; 0, 0, 0, -1; 0, 0, 0, 0]

/-- One spin-up electron in a single orbital is a highest-weight state with projection 1/2 and
spin density one. -/
theorem oneOrbital_witness :
    CAR oneOrbital ∧ Splus oneOrbital *ᵥ ![0, 0, 1, 0] = 0 ∧
      Sz oneOrbital *ᵥ ![0, 0, 1, 0] = ((1 / 2 : ℝ) : ℂ) • ![0, 0, 1, 0] ∧
      braket ![0, 0, 1, 0] (spinDensity oneOrbital () ()) ![0, 0, 1, 0] = 1 := by
  refine ⟨⟨?_, ?_⟩, ?_, ?_, ?_⟩
  · rintro ⟨⟨⟩, s⟩ ⟨⟨⟩, t⟩
    cases s <;> cases t <;> ext i j <;> fin_cases i <;> fin_cases j <;>
      simp [oneOrbital]
  · rintro ⟨⟨⟩, s⟩ ⟨⟨⟩, t⟩
    cases s <;> cases t <;> ext i j <;> fin_cases i <;> fin_cases j <;>
      simp only [Matrix.add_apply, Matrix.mul_apply, Matrix.conjTranspose_apply,
        Fin.sum_univ_four] <;>
      simp [oneOrbital]
  · ext i
    fin_cases i <;> simp [Splus, spinSum, hop, oneOrbital, Matrix.mulVec, dotProduct,
      Matrix.mul_apply, Fin.sum_univ_succ]
  · ext i
    fin_cases i <;> simp [Sz, spinDensity, hop, oneOrbital, Matrix.mulVec, dotProduct,
      Matrix.mul_apply, Fin.sum_univ_succ]
  · simp [braket, spinDensity, hop, oneOrbital, Matrix.mulVec, dotProduct,
      Matrix.mul_apply, Fin.sum_univ_succ]

end

end SpinDensityMultiplet
```

```lean
#print axioms SpinDensityMultiplet.spinDensity_lower
-- 'SpinDensityMultiplet.spinDensity_lower' depends on axioms: [propext, Classical.choice, Quot.sound]
#print axioms SpinDensityMultiplet.spinDensity_multiplet
-- 'SpinDensityMultiplet.spinDensity_multiplet' depends on axioms: [propext, Classical.choice, Quot.sound]
#print axioms SpinDensityMultiplet.spinDensity_middle
-- 'SpinDensityMultiplet.spinDensity_middle' depends on axioms: [propext, Classical.choice, Quot.sound]
```
